# Spreading the force on a linear massless site over its atoms preserves total force, torque and virial when the weights sum to one

A massless site sits at \(s=\sum_i w_i x_i\), where the \(x_i\in\mathbb R^3\) are the positions of finitely many atoms and the \(w_i\) are fixed real weights; an energy \(U(s)\) exerts the force \(F=-\nabla U(s)\) on the site, and \(f_i\) denotes minus the gradient of that same energy with respect to \(x_i\), the other atoms being held fixed. About a reference point \(o\), the torque of the atomic forces is \(\sum_i (x_i-o)\times f_i\) and their virial tensor is \(\sum_i (x_i-o)\otimes f_i\), with no prefactor.

In Lean 4 with Mathlib:

```lean
import Mathlib

open Matrix

namespace VirtualSiteForces

noncomputable section

/-- Three-dimensional Euclidean space, home of positions, velocities and forces. -/
abbrev Space := EuclideanSpace ℝ (Fin 3)

variable {ι : Type*} [Fintype ι]

/-- The massless site `s = ∑ w_i x_i` built from the atomic positions. -/
def site (w : ι → ℝ) (x : ι → Space) : Space := ∑ i, w i • x i

/-- The torque about the point `o` of forces `f_i` acting at positions `x_i`. -/
def torque (o : Space) (x f : ι → Space) : Fin 3 → ℝ :=
  ∑ i, (x i - o).ofLp ⨯₃ (f i).ofLp

/-- The virial tensor `∑ (x_i - o) ⊗ f_i` relative to the point `o`. -/
def virial (o : Space) (x f : ι → Space) : Matrix (Fin 3) (Fin 3) ℝ :=
  ∑ i, vecMulVec (x i - o).ofLp (f i).ofLp

/-- The force `-∇U(s)` on a particle located at `s`. -/
def siteForce (U : Space → ℝ) (s : Space) : Space := -gradient U s

/-- The force on atom `i`: minus the gradient of the site energy with respect to
the position of that atom, all other atoms being held fixed. -/
def atomForce [DecidableEq ι] (U : Space → ℝ) (w : ι → ℝ) (x : ι → Space) (i : ι) : Space :=
  -gradient (fun y => U (site w (Function.update x i y))) (x i)

/-- For weights summing to one, the weighted lever arms of the atoms add up to the
lever arm of the site. -/
theorem sum_lever_arms {w : ι → ℝ} (hw : ∑ i, w i = 1) (x : ι → Space) (o : Space) :
    ∑ i, w i • (x i - o) = site w x - o := by
  simp only [smul_sub, Finset.sum_sub_distrib]
  rw [← Finset.sum_smul, hw, one_smul, site]

/-- For weights summing to one, forces `w_i F` on the atoms have the same torque about any point as
`F` at the site. -/
theorem torque_spread {w : ι → ℝ} (hw : ∑ i, w i = 1) (x : ι → Space) (o F : Space) :
    torque o x (fun i => w i • F) = (site w x - o).ofLp ⨯₃ F.ofLp := by
  rw [← sum_lever_arms hw x o]
  simp only [torque, WithLp.ofLp_sum, WithLp.ofLp_smul, map_sum, map_smul,
    LinearMap.sum_apply, LinearMap.smul_apply]

/-- For weights summing to one, forces `w_i F` on the atoms have the same virial tensor relative to
any point as `F` at the site. -/
theorem virial_spread {w : ι → ℝ} (hw : ∑ i, w i = 1) (x : ι → Space) (o F : Space) :
    virial o x (fun i => w i • F) = vecMulVec (site w x - o).ofLp F.ofLp := by
  rw [← sum_lever_arms hw x o]
  ext a b
  simp only [virial, Matrix.sum_apply, vecMulVec_apply, WithLp.ofLp_sum, WithLp.ofLp_smul,
    Finset.sum_apply, Pi.smul_apply, smul_eq_mul, Finset.sum_mul]
  exact Finset.sum_congr rfl fun i _ => by ring

variable [DecidableEq ι]

/-- Moving atom `i` from `x_i` to `y` displaces the site by `w_i (y - x_i)`. -/
theorem site_update (w : ι → ℝ) (x : ι → Space) (i : ι) (y : Space) :
    site w (Function.update x i y) = site w x + w i • (y - x i) := by
  have h : ∀ j, w j • Function.update x i y j
      = w j • x j + if j = i then w i • (y - x i) else 0 := by
    intro j
    by_cases hj : j = i
    · subst hj
      rw [if_pos rfl, Function.update_self]
      module
    · rw [if_neg hj, Function.update_of_ne hj, add_zero]
  simp only [site, h, Finset.sum_add_distrib, Finset.sum_ite_eq', Finset.mem_univ, if_true]

/-- The force on atom `i` is the fraction `w_i` of the force on the site, whatever the
sum of the weights. -/
theorem atomForce_eq {U : Space → ℝ} {w : ι → ℝ} {x : ι → Space}
    (hU : DifferentiableAt ℝ U (site w x)) (i : ι) :
    atomForce U w x i = w i • siteForce U (site w x) := by
  have hp : site w x + w i • (x i - x i) = site w x := by simp
  have hU' : HasFDerivAt U (InnerProductSpace.toDual ℝ Space (gradient U (site w x)))
      (site w x + w i • (x i - x i)) := by
    rw [hp]
    exact hU.hasGradientAt.hasFDerivAt
  -- the site depends on the position of atom `i` with constant derivative `w_i`
  have hs : HasFDerivAt (fun y : Space => site w x + w i • (y - x i))
      (w i • ContinuousLinearMap.id ℝ Space) (x i) :=
    (((hasFDerivAt_id (x i)).sub_const (x i)).const_smul (w i)).const_add (site w x)
  have hc := HasFDerivAt.comp (x i) hU' hs
  have hd : InnerProductSpace.toDual ℝ Space (w i • gradient U (site w x))
      = (InnerProductSpace.toDual ℝ Space (gradient U (site w x))).comp
        (w i • ContinuousLinearMap.id ℝ Space) := by
    apply ContinuousLinearMap.ext
    intro v
    simp
  -- chain rule, read as a statement about gradients
  have hg : HasGradientAt (fun y => U (site w (Function.update x i y)))
      (w i • gradient U (site w x)) (x i) := by
    rw [hasGradientAt_iff_hasFDerivAt, hd]
    simp only [site_update]
    exact hc
  rw [atomForce, hg.gradient, siteForce, smul_neg]

/-- Force spreading for a massless site whose weights sum to one: each atom receives `w_i F` with `F
= -∇U(s)`, and these forces have the total force, the torque and the virial tensor of `F` acting at
`s`, relative to any point `o`. -/
theorem force_spreading {U : Space → ℝ} {w : ι → ℝ} {x : ι → Space}
    (hw : ∑ i, w i = 1) (hU : DifferentiableAt ℝ U (site w x)) (o : Space) :
    (∀ i, atomForce U w x i = w i • siteForce U (site w x)) ∧
    ∑ i, atomForce U w x i = siteForce U (site w x) ∧
    torque o x (atomForce U w x)
      = (site w x - o).ofLp ⨯₃ (siteForce U (site w x)).ofLp ∧
    virial o x (atomForce U w x)
      = vecMulVec (site w x - o).ofLp (siteForce U (site w x)).ofLp := by
  have hf : atomForce U w x = fun i => w i • siteForce U (site w x) :=
    funext (atomForce_eq hU)
  refine ⟨atomForce_eq hU, ?_, ?_, ?_⟩
  · rw [hf, ← Finset.sum_smul, hw, one_smul]
  · rw [hf, torque_spread hw]
  · rw [hf, virial_spread hw]

/-- For weights summing to one, the scalar virial `∑ (x_i - o) · f_i` of the atomic forces equals
`(s - o) · F`. -/
theorem scalar_virial {U : Space → ℝ} {w : ι → ℝ} {x : ι → Space}
    (hw : ∑ i, w i = 1) (hU : DifferentiableAt ℝ U (site w x)) (o : Space) :
    ∑ i, inner ℝ (x i - o) (atomForce U w x i)
      = inner ℝ (site w x - o) (siteForce U (site w x)) := by
  rw [← sum_lever_arms hw x o, sum_inner]
  refine Finset.sum_congr rfl fun i _ => ?_
  rw [atomForce_eq hU, real_inner_smul_left, real_inner_smul_right]

/-- For atomic velocities `v_i`, the power of the atomic forces equals the power of the
site force at the velocity `∑ w_i v_i`. -/
theorem power_eq {U : Space → ℝ} {w : ι → ℝ} {x : ι → Space}
    (hU : DifferentiableAt ℝ U (site w x)) (v : ι → Space) :
    ∑ i, inner ℝ (v i) (atomForce U w x i)
      = inner ℝ (site w v) (siteForce U (site w x)) := by
  rw [show site w v = ∑ i, w i • v i from rfl, sum_inner]
  refine Finset.sum_congr rfl fun i _ => ?_
  rw [atomForce_eq hU, real_inner_smul_left, real_inner_smul_right]

/-- When the site force is nonzero, the atomic forces add up to it exactly if the weights
sum to one. -/
theorem total_force_iff {U : Space → ℝ} {w : ι → ℝ} {x : ι → Space}
    (hU : DifferentiableAt ℝ U (site w x)) (hF : siteForce U (site w x) ≠ 0) :
    ∑ i, atomForce U w x i = siteForce U (site w x) ↔ ∑ i, w i = 1 := by
  constructor
  · intro h
    simp only [atomForce_eq hU] at h
    rw [← Finset.sum_smul] at h
    have h0 : (∑ i, w i - 1) • siteForce U (site w x) = 0 := by
      rw [sub_smul, one_smul, h, sub_self]
    exact sub_eq_zero.mp ((smul_eq_zero.mp h0).resolve_right hF)
  · intro hw
    exact (force_spreading hw hU 0).2.1

end

end VirtualSiteForces
```

```lean
#print axioms VirtualSiteForces.force_spreading
#print axioms VirtualSiteForces.scalar_virial
#print axioms VirtualSiteForces.power_eq
#print axioms VirtualSiteForces.total_force_iff
```

```
'VirtualSiteForces.force_spreading' depends on axioms: [propext, Classical.choice, Quot.sound]
'VirtualSiteForces.scalar_virial' depends on axioms: [propext, Classical.choice, Quot.sound]
'VirtualSiteForces.power_eq' depends on axioms: [propext, Classical.choice, Quot.sound]
'VirtualSiteForces.total_force_iff' depends on axioms: [propext, Classical.choice, Quot.sound]
```

## Each atom receives \(w_iF\)

The main theorem, `force_spreading`, assumes that the weights sum to one (`hw`) and that \(U\) is differentiable at the site (`hU`). For every point \(o\) it then states four things:

\[
f_i=w_iF,\qquad \sum_i f_i=F,
\]
\[
\sum_i (x_i-o)\times f_i=(s-o)\times F,\qquad
\sum_i (x_i-o)\otimes f_i=(s-o)\otimes F .
\]

In the file, `site w x` is \(s\), `siteForce U (site w x)` is \(F\), and `atomForce U w x i` is \(f_i\). The last is not defined as \(w_iF\). It is a partial gradient: `Function.update x i y` places atom \(i\) at \(y\) and leaves the others where they are, and the resulting energy is differentiated in \(y\) at \(x_i\). The formula \(f_i=w_iF\) is therefore derived.

Positions and forces live in `EuclideanSpace ℝ (Fin 3)`, whose inner product turns derivatives into gradients. The cross product `⨯₃` and the outer product `vecMulVec` act on coordinate triples, which `.ofLp` extracts. In the virial tensor the row index belongs to the lever arm and the column index to the force.

Three further theorems concern the same forces, and all of them assume `hU`. `scalar_virial` gives \(\sum_i (x_i-o)\cdot f_i=(s-o)\cdot F\) under the same two hypotheses. `power_eq` gives \(\sum_i v_i\cdot f_i=\bigl(\sum_i w_iv_i\bigr)\cdot F\) for any atomic velocities \(v_i\), whatever the weights sum to. `total_force_iff` says that, when \(F\neq0\), the atomic forces add up to \(F\) exactly if \(\sum_i w_i=1\).

## What the weights stand for

A massless site has no equation of motion of its own, so the force on it must be carried by the atoms that define it. This is the situation of the off-atom charge in some water models, and the result covers it whenever the site is a linear combination of atomic positions with constant weights that sum to one.

The condition \(\sum_i w_i=1\) says that the site travels with the molecule: translating every atom by \(a\) moves \(s\) by \(\bigl(\sum_i w_i\bigr)a\), which should equal \(a\). Individual weights may be negative or zero, so the site need not lie between the atoms.

With constant weights, \(\sum_i w_iv_i\) is the velocity of the site, and `power_eq` says that the force does the same work per unit time on the atoms as it would on the site. The theorem itself is an algebraic identity at one instant and involves no trajectory.

The energy depends on the atoms only through \(s\). Anything else it depends on, such as the positions of surrounding molecules, is held fixed inside \(U\), and direct forces between atoms are separate. Sites whose weights change with the geometry, such as one kept at a fixed distance along a flexible bond, or sites built with a cross product, are not covered. Nor are periodic images: the \(x_i\) are ordinary points of \(\mathbb R^3\), so a molecule split across a cell boundary must first be made whole.

## The chain rule for one atom

Move atom \(i\) from \(x_i\) to \(y\). Only one term of the sum changes, so the site moves to

\[
\sum_{j\ne i}w_jx_j+w_iy=s+w_i(y-x_i).
\]

This is `site_update`. Its proof compares the sums term by term, separating the cases \(j=i\) and \(j\neq i\), and only the term \(j=i\) contributes a displacement.

The energy as a function of \(y\) is therefore \(g_i(y)=U\bigl(s+w_i(y-x_i)\bigr)\). For a displacement \(v\) of the atom, the chain rule at \(y=x_i\) gives

\[
Dg_i(x_i)[v]=DU(s)[w_iv]=\nabla U(s)\cdot(w_iv)=\bigl(w_i\nabla U(s)\bigr)\cdot v .
\]

Hence \(\nabla g_i(x_i)=w_i\nabla U(s)\), and a change of sign gives \(f_i=w_iF\).

The proof of `atomForce_eq` follows this line. `hs` is the derivative \(w_i\,\mathrm{id}\) of the site position, `hU'` is the derivative of \(U\), and `hc` composes them. `toDual` identifies a gradient with the linear map \(v\mapsto\nabla U\cdot v\); `hd` uses it to move \(w_i\) from the displacement to the gradient, and `hg` states the outcome for the original partial gradient. The theorem assumes only `hU`, that \(U\) is differentiable at \(s\); the sum of the weights plays no part here.

## One lever-arm identity for torque and virial

The weight condition enters through

\[
\sum_i w_i(x_i-o)=\sum_i w_ix_i-\Bigl(\sum_i w_i\Bigr)o=s-o,
\]

which is `sum_lever_arms`. Since the cross product is linear in each factor,

\[
\sum_i (x_i-o)\times(w_iF)=\Bigl(\sum_i w_i(x_i-o)\Bigr)\times F=(s-o)\times F .
\]

For the virial tensor, the component with indices \(a,b\) is

\[
\sum_i (x_i-o)_a\,w_iF_b=\Bigl(\sum_i w_i(x_i-o)_a\Bigr)F_b=(s-o)_aF_b .
\]

These are `torque_spread` and `virial_spread`. Both hold for an arbitrary vector \(F\), whether or not it comes from an energy. The first proof uses the linearity of the cross product, while the second works entry by entry.

The total force is \(\sum_i w_iF=\bigl(\sum_i w_i\bigr)F=F\). `force_spreading` substitutes \(f_i=w_iF\) and collects the three results.

The scalar virial follows from the same lever-arm identity, with the inner product in place of the cross product. For the power,

\[
\sum_i v_i\cdot(w_iF)=\Bigl(\sum_i w_iv_i\Bigr)\cdot F,
\]

which uses no condition on the weights. For the converse in `total_force_iff`, suppose \(\sum_i f_i=F\). Then \(\bigl(\sum_i w_i\bigr)F=F\), so \(\bigl(\sum_i w_i-1\bigr)F=0\), and because \(F\neq0\) the scalar factor must vanish.
